# Single-ion anisotropy of a spin-1 dimer changes sign in the triplet

Two spin-1 ions are coupled by isotropic exchange, and each has its own anisotropy. When exchange dominates, the levels group into multiplets of total spin 2, 1 and 0, and the anisotropy can split the first two. How is the splitting of a multiplet related to the anisotropy of one ion?

Write S1 and S2 for the two spins, S = S1 + S2 for the total, ħ = 1, and P2 and P1 for the projectors onto total spin 2 and 1. Then

P2 (3S1z² − 2) P2 = (1/6) P2 (3Sz² − 6) P2

P1 (3S1z² − 2) P1 = −(1/2) P1 (3Sz² − 2) P1

The same factors hold for Σ D_ab S1a S1b and Σ D_ab Sa Sb with any symmetric traceless tensor D.

## Effective spins in the strong-exchange limit

A code that replaces an exchange-coupled dimer by one effective spin per multiplet can use these factors to convert ion parameters into multiplet parameters, to first order in the anisotropy.

Take identical ions with energy d(S1z² + S2z²). By exchange symmetry the second ion contributes as much as the first, so up to constants the effective term is (d/3)Sz² in the quintet and −d Sz² in the triplet. Let M be the spin component along z. For d > 0 an ion without exchange coupling has M = 0 lowest, while the triplet has M = ±1 lowest.

## Derivation with the exchange operator

In the Cartesian basis (S_a)_bc = −i ε_abc. Contracting two ε symbols gives, for symmetric D,

Σ D_ab S_a S_b = tr D − D

where D on the right acts as a matrix on the spin space. Let D1 and D2 be that matrix on site 1 and site 2, W the exchange of the two spins, and K = |v⟩⟨v| with v = xx + yy + zz. Since ⟨v|v⟩ = 3, K is three times the singlet projector. These operators obey

W² = 1, WK = KW = K, K² = 3K

For the coupling, the element between row (c,e) and column (d,f) is −Σ D_ab ε_acd ε_bef. Expanding the product of ε symbols in Kronecker deltas gives

tr D (δ_cf δ_ed − δ_ce δ_df) + D_ce δ_df + δ_ce D_fd − D_cf δ_ed − δ_cf D_ed

In operator form,

Σ D_ab S1a S2b = tr D (W − K) + D1 K + K D1 − (D1 + D2) W

The anisotropy of the total spin, Σ D_ab Sa Sb, is the sum of the two single-ion terms and twice this coupling. Setting D = 1 gives

S² = 4 + 2W − 2K

The projectors are polynomials in S², whose eigenvalues are 0, 2 and 6:

P2 = S²(S² − 2)/24 = (1 + W)/2 − K/3

P1 = S²(6 − S²)/8 = (1 − W)/2

Both satisfy PK = KP = 0 and PW = WP = eP, where e is now a sign, +1 for P2 and −1 for P1.

Now let tr D = 0 and X = P D1 P. Because D2 = W D1 W, also P D2 P = e²X = X. The single-ion term projects to −X, and the anisotropy of the total spin to

−2X − 4eX = (2 + 4e)(−X)

The ratio is 6 or −2, whose inverses are 1/6 and −1/2.

For D = diag(−1, −1, 2) the anisotropy is 3Sz² − S². One ion has S1² = 2, and S² equals 6 or 2 within the multiplets, which gives the axial formulas.

## The identities in Lean

```lean
import Mathlib

open Matrix
open scoped Kronecker

namespace SpinOneDimer

noncomputable section

/-- Operators on the state space of one spin 1. -/
abbrev One := Matrix (Fin 3) (Fin 3) ℂ

/-- Operators on the state space of two spins 1. -/
abbrev Pair := Matrix (Fin 3 × Fin 3) (Fin 3 × Fin 3) ℂ

/-- The spin-1 operators `S x, S y, S z` (indices 0, 1, 2) in the Cartesian basis. -/
def S : Fin 3 → One :=
  ![!![0, 0, 0; 0, 0, -Complex.I; 0, Complex.I, 0],
    !![0, 0, Complex.I; 0, 0, 0; -Complex.I, 0, 0],
    !![0, -Complex.I, 0; Complex.I, 0, 0; 0, 0, 0]]

/-- An operator acting on the first spin. -/
def site1 (A : One) : Pair := A ⊗ₖ (1 : One)

/-- An operator acting on the second spin. -/
def site2 (A : One) : Pair := (1 : One) ⊗ₖ A

/-- The components of the total spin. -/
def totalS (a : Fin 3) : Pair := site1 (S a) + site2 (S a)

/-- The square of the total spin. -/
def totalSq : Pair := ∑ a, totalS a * totalS a

/-- The anisotropy Hamiltonian `∑ D_ab J_a J_b` of a spin `J` with tensor `D`. -/
def aniso {n : Type} [Fintype n] (D : One) (J : Fin 3 → Matrix n n ℂ) : Matrix n n ℂ :=
  ∑ a, ∑ b, D a b • (J a * J b)

/-- The anisotropic coupling `∑ D_ab S1_a S2_b` of the two spins. -/
def coupling (D : One) : Pair := ∑ a, ∑ b, D a b • (S a ⊗ₖ S b)

/-- The projector onto total spin 2, as a polynomial in the squared total spin. -/
def P2 : Pair := (1 / 24 : ℂ) • (totalSq * (totalSq - (2 : ℂ) • 1))

/-- The projector onto total spin 1, as a polynomial in the squared total spin. -/
def P1 : Pair := (1 / 8 : ℂ) • (totalSq * ((6 : ℂ) • 1 - totalSq))

/-- The operator that exchanges the two spins. -/
def W : Pair := Matrix.of fun p q => if q = p.swap then 1 else 0

/-- The operator `|v⟩⟨v|` with `v = xx + yy + zz` in the Cartesian basis. -/
def K : Pair := Matrix.of fun p q => (1 : One) p.1 p.2 * (1 : One) q.1 q.2

/-- The matrices `S` obey the angular momentum commutation relations, and their squares
sum to 2. -/
theorem spin_one_relations :
    S 0 * S 1 - S 1 * S 0 = Complex.I • S 2 ∧ S 1 * S 2 - S 2 * S 1 = Complex.I • S 0 ∧
    S 2 * S 0 - S 0 * S 2 = Complex.I • S 1 ∧
    S 0 * S 0 + S 1 * S 1 + S 2 * S 2 = (2 : ℂ) • (1 : One) := by
  refine ⟨?_, ?_, ?_, ?_⟩ <;> ext i j <;> fin_cases i <;> fin_cases j <;>
    simp [S] <;> norm_num

/-- Multiplying by the exchange operator swaps the spin labels of the row or the column. -/
theorem swap_apply (M : Pair) (p q : Fin 3 × Fin 3) :
    (W * M) p q = M p.swap q ∧ (M * W) p q = M p q.swap := by
  have h : ∀ r : Fin 3 × Fin 3, (q = r.swap) ↔ (r = q.swap) :=
    fun r => ⟨fun h => by simp [h], fun h => by simp [h]⟩
  constructor
  · simp [W, Matrix.mul_apply]
  · simp [W, Matrix.mul_apply, h]

/-- The products of the exchange operator `W` and the operator `K`. -/
theorem swap_algebra : W * W = 1 ∧ W * K = K ∧ K * W = K ∧ K * K = (3 : ℂ) • K := by
  have h : ∀ a b : Fin 3, (1 : One) a b = (1 : One) b a :=
    fun a b => by simp [Matrix.one_apply, eq_comm]
  refine ⟨?_, ?_, ?_, ?_⟩
  · ext p q
    rw [(swap_apply W p q).2]
    simp [W, Matrix.one_apply, eq_comm]
  · ext p q
    rw [(swap_apply K p q).1]
    have e := congrArg (fun x : ℂ => x * (1 : One) q.1 q.2) (h p.2 p.1)
    exact e
  · ext p q
    rw [(swap_apply K p q).2]
    have e := congrArg (fun x : ℂ => (1 : One) p.1 p.2 * x) (h q.2 q.1)
    exact e
  · ext ⟨c, e⟩ ⟨d, f⟩
    by_cases h1 : c = e <;> by_cases h2 : d = f <;>
      simp [K, Matrix.mul_apply, Fintype.sum_prod_type, Matrix.one_apply, h1, h2]

/-- For a symmetric tensor `D`, the anisotropy of a single spin 1 is `tr D - D` in the
Cartesian basis, on either site. -/
theorem local_aniso (D : One) (hD : D.IsSymm) :
    site1 (aniso D S) = D.trace • (1 : Pair) - site1 D ∧
    site2 (aniso D S) = D.trace • (1 : Pair) - site2 D := by
  have h0 : aniso D S = D.trace • (1 : One) - D := by
    have h1 := hD.apply 0 1
    have h2 := hD.apply 0 2
    have h3 := hD.apply 1 2
    ext i j
    fin_cases i <;> fin_cases j <;>
      simp [aniso, S, Fin.sum_univ_three, Matrix.trace_fin_three,
        h1, h2, h3] <;> ring
  have e1 : (1 : Pair) = (1 : One) ⊗ₖ (1 : One) := Matrix.one_kronecker_one.symm
  rw [h0, e1]
  constructor <;> ext p q <;>
    simp only [site1, site2, Matrix.kroneckerMap_apply, Matrix.sub_apply,
      Matrix.smul_apply, smul_eq_mul] <;> ring

/-- The anisotropic coupling of two spins 1 with symmetric tensor `D`, written with the
exchange operator and `K`. -/
theorem coupling_eq (D : One) (hD : D.IsSymm) :
    coupling D = D.trace • (W - K) + site1 D * K + K * site1 D
      - (site1 D + site2 D) * W := by
  have h1 := hD.apply 0 1
  have h2 := hD.apply 0 2
  have h3 := hD.apply 1 2
  ext ⟨c, e⟩ ⟨d, f⟩
  have hW : W (c, e) (d, f) = (1 : One) c f * (1 : One) e d := by
    have h := (swap_apply ((1 : One) ⊗ₖ (1 : One)) (c, e) (d, f)).2
    rw [Matrix.one_kronecker_one, one_mul, ← Matrix.one_kronecker_one] at h
    exact h
  have hAK : (site1 D * K) (c, e) (d, f) = D c e * (1 : One) d f := by
    fin_cases e <;> simp [site1, K, Matrix.mul_apply, Fintype.sum_prod_type,
      Matrix.one_apply]
  have hKA : (K * site1 D) (c, e) (d, f) = (1 : One) c e * D f d := by
    fin_cases f <;> simp [site1, K, Matrix.mul_apply, Fintype.sum_prod_type,
      Matrix.one_apply]
  have hAW : ((site1 D + site2 D) * W) (c, e) (d, f)
      = D c f * (1 : One) e d + (1 : One) c f * D e d := (swap_apply _ _ _).2
  have hK : K (c, e) (d, f) = (1 : One) c e * (1 : One) d f := rfl
  -- the contraction of two Levi-Civita symbols, component by component
  have hT : coupling D (c, e) (d, f) = ∑ a, ∑ b, D a b * (S a c d * S b e f) := by
    simp [coupling, Matrix.sum_apply]
  rw [Matrix.sub_apply, Matrix.add_apply, Matrix.add_apply, Matrix.smul_apply,
    Matrix.sub_apply, hW, hAK, hKA, hAW, hK, hT]
  fin_cases c <;> fin_cases e <;> fin_cases d <;> fin_cases f <;>
    simp [S, Fin.sum_univ_three, Matrix.trace_fin_three, h1, h2, h3] <;> ring

/-- For a symmetric tensor `D`, the anisotropy Hamiltonian of the total spin, written with
single-site operators, the exchange operator and `K`. -/
theorem total_aniso (D : One) (hD : D.IsSymm) :
    aniso D totalS = (2 * D.trace) • (1 : Pair) - site1 D - site2 D
      + (2 : ℂ) • (D.trace • (W - K) + site1 D * K + K * site1 D
        - (site1 D + site2 D) * W) := by
  have hmul : ∀ a b, totalS a * totalS b
      = site1 (S a * S b) + site2 (S a * S b) + S a ⊗ₖ S b + S b ⊗ₖ S a := by
    intro a b
    simp only [totalS, site1, site2, add_mul, mul_add, ← Matrix.mul_kronecker_mul,
      one_mul, mul_one]
    abel
  have h1 : site1 (aniso D S) = ∑ a, ∑ b, D a b • site1 (S a * S b) := by
    simp only [aniso, site1, Fin.sum_univ_three, Matrix.add_kronecker, Matrix.smul_kronecker]
  have h2 : site2 (aniso D S) = ∑ a, ∑ b, D a b • site2 (S a * S b) := by
    simp only [aniso, site2, Fin.sum_univ_three, Matrix.kronecker_add, Matrix.kronecker_smul]
  have hflip : ∑ a, ∑ b, D a b • (S b ⊗ₖ S a) = coupling D := by
    rw [Finset.sum_comm]
    exact Finset.sum_congr rfl fun a _ => Finset.sum_congr rfl fun b _ => by
      rw [hD.apply a b]
  have hsum : aniso D totalS
      = site1 (aniso D S) + site2 (aniso D S) + coupling D + coupling D := by
    rw [h1, h2]
    nth_rewrite 2 [← hflip]
    simp only [aniso, coupling, hmul, smul_add, Finset.sum_add_distrib]
  rw [hsum, (local_aniso D hD).1, (local_aniso D hD).2, coupling_eq D hD]
  module

/-- The squared total spin and the two projectors in terms of the exchange operator
and `K`. -/
theorem exchange_forms :
    totalSq = (4 : ℂ) • (1 : Pair) + (2 : ℂ) • W - (2 : ℂ) • K ∧
    P2 = (1 / 2 : ℂ) • (1 : Pair) + (1 / 2 : ℂ) • W - (1 / 3 : ℂ) • K ∧
    P1 = (1 / 2 : ℂ) • (1 : Pair) - (1 / 2 : ℂ) • W := by
  obtain ⟨hWW, hWK, hKW, hKK⟩ := swap_algebra
  have hS : totalSq = (4 : ℂ) • (1 : Pair) + (2 : ℂ) • W - (2 : ℂ) • K := by
    have h : totalSq = aniso 1 totalS := by
      simp [totalSq, aniso, Fin.sum_univ_three, Matrix.one_apply]
    have e1 : site1 1 = 1 := Matrix.one_kronecker_one
    have e2 : site2 1 = 1 := Matrix.one_kronecker_one
    have ht : (1 : One).trace = 3 := by simp
    rw [h, total_aniso 1 Matrix.transpose_one, e1, e2, ht]
    simp only [one_mul, mul_one, add_mul]
    module
  refine ⟨hS, ?_, ?_⟩
  · rw [P2, hS]
    simp only [mul_add, add_mul, mul_sub, sub_mul, smul_mul_assoc, mul_smul_comm,
      one_mul, mul_one, hWW, hWK, hKW, hKK]
    module
  · rw [P1, hS]
    simp only [mul_add, add_mul, mul_sub, sub_mul, smul_mul_assoc, mul_smul_comm,
      one_mul, mul_one, hWW, hWK, hKW, hKK]
    module

/-- `P2` and `P1` are Hermitian idempotents, and the states they leave unchanged are exactly
those with squared total spin 6 and 2. -/
theorem projectors_spec :
    (P2.IsHermitian ∧ P2 * P2 = P2 ∧ ∀ ψ, P2 *ᵥ ψ = ψ ↔ totalSq *ᵥ ψ = (6 : ℂ) • ψ) ∧
    (P1.IsHermitian ∧ P1 * P1 = P1 ∧ ∀ ψ, P1 *ᵥ ψ = ψ ↔ totalSq *ᵥ ψ = (2 : ℂ) • ψ) := by
  obtain ⟨hWW, hWK, hKW, hKK⟩ := swap_algebra
  obtain ⟨hS, h2, h1⟩ := exchange_forms
  have hW : Wᴴ = W := by
    ext p q
    have h : (p = q.swap) ↔ (q = p.swap) := ⟨fun h => by simp [h], fun h => by simp [h]⟩
    simp only [Matrix.conjTranspose_apply, W, Matrix.of_apply, h]
    split_ifs <;> simp
  have hK : Kᴴ = K := by
    ext p q
    simp only [Matrix.conjTranspose_apply, K, Matrix.of_apply, Matrix.one_apply]
    split_ifs <;> simp
  have s2 : totalSq * P2 = (6 : ℂ) • P2 := by
    rw [hS, h2]
    simp only [mul_add, add_mul, mul_sub, sub_mul, smul_mul_assoc, mul_smul_comm,
      one_mul, mul_one, hWW, hWK, hKW, hKK]
    module
  have s1 : totalSq * P1 = (2 : ℂ) • P1 := by
    rw [hS, h1]
    simp only [add_mul, mul_sub, sub_mul, smul_mul_assoc, mul_smul_comm,
      one_mul, mul_one, hWW, hKW]
    module
  refine ⟨⟨?_, ?_, fun ψ => ⟨fun h => ?_, fun h => ?_⟩⟩,
    ⟨?_, ?_, fun ψ => ⟨fun h => ?_, fun h => ?_⟩⟩⟩
  · rw [h2]; simp [Matrix.IsHermitian, Matrix.conjTranspose_smul, hW, hK]
  · rw [h2]
    simp only [mul_add, add_mul, mul_sub, sub_mul, smul_mul_assoc, mul_smul_comm,
      one_mul, mul_one, hWW, hWK, hKW, hKK]
    module
  · rw [← h, Matrix.mulVec_mulVec, s2, Matrix.smul_mulVec]
  · simp only [P2, Matrix.smul_mulVec, ← Matrix.mulVec_mulVec, Matrix.sub_mulVec,
      Matrix.one_mulVec, h, Matrix.mulVec_sub, Matrix.mulVec_smul]
    module
  · rw [h1]; simp [Matrix.IsHermitian, Matrix.conjTranspose_smul, hW]
  · rw [h1]
    simp only [mul_sub, sub_mul, smul_mul_assoc, mul_smul_comm, one_mul, mul_one, hWW]
    module
  · rw [← h, Matrix.mulVec_mulVec, s1, Matrix.smul_mulVec]
  · simp only [P1, Matrix.smul_mulVec, ← Matrix.mulVec_mulVec, Matrix.sub_mulVec,
      Matrix.one_mulVec, h, Matrix.mulVec_sub, Matrix.mulVec_smul]
    module

/-- For any symmetric traceless tensor `D`, the single-ion anisotropy of the first spin acts
within total spin 2 as 1/6, and within total spin 1 as -1/2, of the same anisotropy of the
total spin. -/
theorem projected_anisotropy (D : One) (hD : D.IsSymm) (htr : D.trace = 0) :
    P2 * site1 (aniso D S) * P2 = (1 / 6 : ℂ) • (P2 * aniso D totalS * P2) ∧
    P1 * site1 (aniso D S) * P1 = (-1 / 2 : ℂ) • (P1 * aniso D totalS * P1) := by
  obtain ⟨hWW, hWK, hKW, hKK⟩ := swap_algebra
  obtain ⟨-, h2, h1⟩ := exchange_forms
  have hB : site2 D = W * site1 D * W := by
    ext p q
    rw [(swap_apply _ p q).2, (swap_apply _ p q.swap).1]
    exact mul_comm _ _
  -- a projector of exchange parity `e` that annihilates `K` rescales the anisotropy by 2 + 4e
  have key : ∀ (P : Pair) (e : ℂ), e * e = 1 → P * W = e • P → W * P = e • P →
      P * K = 0 → K * P = 0 →
      P * aniso D totalS * P = (2 + 4 * e) • (P * site1 (aniso D S) * P) := by
    intro P e he hPW hWP hPK hKP
    have k1 : P * (site1 D * K) * P = 0 := by
      rw [mul_assoc, mul_assoc, hKP, mul_zero, mul_zero]
    have k2 : P * (K * site1 D) * P = 0 := by
      rw [← mul_assoc P K, hPK, zero_mul, zero_mul]
    have k3 : ∀ M : Pair, P * (M * W) * P = e • (P * M * P) := by
      intro M
      rw [mul_assoc, mul_assoc, hWP]
      simp only [mul_smul_comm, mul_assoc]
    have k4 : P * site2 D * P = P * site1 D * P := by
      calc P * site2 D * P = (P * W) * site1 D * (W * P) := by
            rw [hB]; simp only [mul_assoc]
        _ = P * site1 D * P := by
            rw [hPW, hWP]
            simp only [smul_mul_assoc, mul_smul_comm, smul_smul, he, one_smul]
    rw [total_aniso D hD, (local_aniso D hD).1, htr]
    simp only [mul_zero, zero_smul, zero_sub, zero_add, mul_add, add_mul, mul_sub, sub_mul,
      mul_neg, neg_mul, smul_mul_assoc, mul_smul_comm, k1, k2, k3, k4]
    module
  have q2 := key P2 1 (by norm_num)
    (by rw [h2]; simp only [add_mul, sub_mul, smul_mul_assoc, one_mul, hWW, hKW]; module)
    (by rw [h2]; simp only [mul_add, mul_sub, mul_smul_comm, mul_one, hWW, hWK]; module)
    (by rw [h2]; simp only [add_mul, sub_mul, smul_mul_assoc, one_mul, hWK, hKK]; module)
    (by rw [h2]; simp only [mul_add, mul_sub, mul_smul_comm, mul_one, hKW, hKK]; module)
  have q1 := key P1 (-1) (by norm_num)
    (by rw [h1]; simp only [sub_mul, smul_mul_assoc, one_mul, hWW]; module)
    (by rw [h1]; simp only [mul_sub, mul_smul_comm, mul_one, hWW]; module)
    (by rw [h1]; simp only [sub_mul, smul_mul_assoc, one_mul, hWK]; module)
    (by rw [h1]; simp only [mul_sub, mul_smul_comm, mul_one, hKW]; module)
  constructor
  · rw [q2]; module
  · rw [q1]; module

/-- Axial case: `3 S1z² - 2` acts within total spin 2 as `(3 Sz² - 6)/6` and within total
spin 1 as `-(3 Sz² - 2)/2`. -/
theorem projected_axial_anisotropy :
    P2 * site1 ((3 : ℂ) • (S 2 * S 2) - (2 : ℂ) • 1) * P2
      = (1 / 6 : ℂ) • (P2 * ((3 : ℂ) • (totalS 2 * totalS 2) - (6 : ℂ) • 1) * P2) ∧
    P1 * site1 ((3 : ℂ) • (S 2 * S 2) - (2 : ℂ) • 1) * P1
      = (-1 / 2 : ℂ) • (P1 * ((3 : ℂ) • (totalS 2 * totalS 2) - (2 : ℂ) • 1) * P1) := by
  obtain ⟨hWW, hWK, hKW, hKK⟩ := swap_algebra
  obtain ⟨hS, h2, h1⟩ := exchange_forms
  let D : One := !![-1, 0, 0; 0, -1, 0; 0, 0, 2]
  have hD : D.IsSymm := by
    ext i j
    fin_cases i <;> fin_cases j <;> simp [D]
  have htr : D.trace = 0 := by
    simp [D, Matrix.trace_fin_three] <;> norm_num
  have hloc : aniso D S = (3 : ℂ) • (S 2 * S 2) - (2 : ℂ) • 1 := by
    rw [← spin_one_relations.2.2.2]
    simp [aniso, D, Fin.sum_univ_three]
    module
  have htot : aniso D totalS = (3 : ℂ) • (totalS 2 * totalS 2) - totalSq := by
    simp [aniso, D, totalSq, Fin.sum_univ_three]
    module
  have s2 : totalSq * P2 = (6 : ℂ) • P2 := by
    rw [hS, h2]
    simp only [mul_add, add_mul, mul_sub, sub_mul, smul_mul_assoc, mul_smul_comm,
      one_mul, mul_one, hWW, hWK, hKW, hKK]
    module
  have s1 : totalSq * P1 = (2 : ℂ) • P1 := by
    rw [hS, h1]
    simp only [add_mul, mul_sub, sub_mul, smul_mul_assoc, mul_smul_comm,
      one_mul, mul_one, hWW, hKW]
    module
  have main := projected_anisotropy D hD htr
  rw [hloc, htot] at main
  -- within each multiplet the squared total spin is a number
  constructor
  · rw [main.1]
    simp only [mul_assoc, sub_mul, s2, smul_mul_assoc, one_mul]
  · rw [main.2]
    simp only [mul_assoc, sub_mul, s1, smul_mul_assoc, one_mul]

end

end SpinOneDimer
```

```lean
#print axioms SpinOneDimer.projectors_spec
#print axioms SpinOneDimer.projected_anisotropy
#print axioms SpinOneDimer.projected_axial_anisotropy
```

```
'SpinOneDimer.projectors_spec' depends on axioms: [propext, Classical.choice, Quot.sound]
'SpinOneDimer.projected_anisotropy' depends on axioms: [propext, Classical.choice, Quot.sound]
'SpinOneDimer.projected_axial_anisotropy' depends on axioms: [propext, Classical.choice, Quot.sound]
```

## Reading the theorems and their proofs

`One` is the type of 3×3 complex matrices, used both for spin operators and for the tensor `D`; `Pair` holds operators on the nine-dimensional dimer space. `S 0`, `S 1`, `S 2` are the x, y, z components, and `site1` places an operator on the first ion. `projected_anisotropy` assumes `D.IsSymm` and `D.trace = 0`; `projected_axial_anisotropy` has no hypotheses.

`spin_one_relations` confirms that the matrices are a spin 1. `projectors_spec` shows that `P2` and `P1` are Hermitian idempotents whose fixed vectors are exactly the states with S² = 6 and S² = 2.

`local_aniso` and `coupling_eq` establish the two contractions by running through all components with `fin_cases`. `total_aniso` assembles them, `swap_algebra` supplies the products of `W` and `K`, and `exchange_forms` derives the short forms of S² and the projectors. In `projected_anisotropy`, the step `key` is the projection argument above for any e with e² = 1, applied with e = 1 and e = −1. The axial theorem then replaces S² by its value in each multiplet.

The two projected theorems concern blocks within one multiplet. They say nothing about matrix elements between multiplets, which first-order effective parameters leave out. When exchange and anisotropy are comparable, diagonalising the full 9×9 matrix includes them. The factors are derived here for two spins 1, and other pairs of spins in general have other factors.
